# Response vectors for state energies on state-averaged stationary orbitals with an invertible orbital Hessian

## The energy of one state picks up a term that the average does not

Take one real orbital parameter x, a perturbation strength t, and two state energies averaged with weights 1/2 and 1/2:

    f₁(x,t) = x²/2 − t x + x
    f₂(x,t) = x²/2 − t x − x

The x-derivative of the average is G(x,t) = x − t, so the optimised orbital parameter is x(t) = t. Along this path the averaged energy is −t²/2, and its derivative −t equals the explicit t-derivative −x at x = t. For state 1 alone the energy is t − t²/2, with derivative 1 − t, while the explicit derivative is again −t.

My understanding of the general case is this. Let f_k(x,t) be twice continuously differentiable in n real parameters x and in t, let G = Σ_k w_k grad_x f_k with fixed weights w_k, and let x(t) be a differentiable path on which G vanishes. Write D_t for the t-derivative at fixed x and H for the Jacobian of G in x, assumed invertible. Then z_k = −H⁻¹ grad_x f_k should give

    d/dt f_k(x(t), t) = D_t f_k + z_k · D_t G,    Σ_k w_k z_k = 0.

I would like to see this derived rigorously and checked in Lean, with the role of each hypothesis visible.

## Eliminating the orbital velocity

In your example H = 1 and D_t G = −1, and on the path grad_x f₁ = 1 and grad_x f₂ = −1. Hence z₁ = −1 and z₂ = +1. The formula gives −t + (−1)(−1) = 1 − t for state 1 and −t + (+1)(−1) = −1 − t for state 2, in agreement with f₂(t,t) = −t − t²/2, and (z₁ + z₂)/2 = 0.

For the general case, fix the strength t at which the derivative is wanted, let s run near t, and write x' for the derivative of the path at s = t. All partial derivatives are evaluated at the point (x(t), t). The indices i and j label orbital parameters and k labels states.

The chain rule for any function h(x,t) differentiable at the point reads

    (1)  d/ds h(x(s), s) = Σ_i (∂h/∂x_i) x'_i + ∂h/∂t = grad_x h · x' + D_t h.

The components of the averaged gradient and the entries of its Jacobian are

    G_i = Σ_k w_k ∂f_k/∂x_i,
    H_ij = ∂G_i/∂x_j = Σ_k w_k ∂²f_k/∂x_j∂x_i.

Mixed second derivatives of a twice continuously differentiable function commute, so

    (2)  H_ij = H_ji.

Since G_i(x(s), s) = 0 for all s near t, its s-derivative vanishes, and (1) applied to h = G_i gives the response equation

    (3)  Σ_j H_ij x'_j + ∂G_i/∂t = 0,   that is,   H x' + D_t G = 0.

Now let z be any vector with H z = −grad_x f_k. Using (2) to move H across the dot product and then (3),

    grad_x f_k · x' = −(H z) · x' = −z · (H x') = z · D_t G.

Inserting this in (1) for h = f_k gives

    (4)  d/ds f_k(x(s), s) = D_t f_k + z · D_t G.

No inverse of H has appeared so far. If H is invertible, z_k = −H⁻¹ grad_x f_k is a solution. For the sum rule, multiply the weighted sum by H:

    H Σ_k w_k z_k = −Σ_k w_k grad_x f_k = −G = 0,

and apply H⁻¹ to obtain

    (5)  Σ_k w_k z_k = 0.

For the averaged energy, the weighted sum of (1) over the states gives

    (6)  d/ds Σ_k w_k f_k(x(s), s) = G · x' + Σ_k w_k D_t f_k = Σ_k w_k D_t f_k,

which uses only first derivatives and G = 0 at the single point. Equation (6) is the variational analogue of the Hellmann–Feynman theorem: it concerns a stationary function of parameters, and no Hamiltonian, eigenvector or expectation value appears in it.

## Objects and hypotheses in Lean

The orbital labels form a finite type `n` and the state labels a finite type `K`. A point of `Pt n` is a pair (x, t) with x : `n → ℝ`. The displacement `dir i` is (e_i, 0), where e_i is the i-th unit vector. `gradX h p` collects the Fréchet derivatives of h at the point p along these displacements and is grad_x h, while `dT h p` is the derivative along `(0, 1)` and is D_t h. Then `avgGrad` is G, `orbHess` is H with the convention that entry (i, j) is ∂G_i/∂x_j, `dTGrad` is D_t G, and `zVec` is z_k, with the minus sign inside the definition so that the response term in (4) carries a plus sign. The symbols `*ᵥ` and `⬝ᵥ` are the matrix–vector and dot products.

The main theorem `state_averaged_response` has four hypotheses. `hf` says that every f_k is twice continuously differentiable near (x(t), t), jointly in x and t. If f_k is read as the k-th eigenvalue of a configuration-interaction matrix built on orbitals x, this is an assumption about that eigenvalue which can fail where states cross. `hx` says that the path has derivative x' at t. `hG`, written `∀ᶠ s in 𝓝 t, avgGrad w f (x s, s) = 0`, says that the orbitals stay stationary for the averaged energy for all s in some neighbourhood of t, which is the statement that the orbital optimisation is converged at every nearby perturbation strength. `hH` says that det H is a unit of ℝ, that is, nonzero, so the stationary point is nondegenerate and no redundant orbital rotation is among the parameters; positive definiteness is not required, so saddle points are included. The conclusion has three parts: H z_k = −grad_x f_k for each k, equation (4) with z = z_k as a `HasDerivAt` statement, and equation (5).

The weights are arbitrary real constants, independent of s, and need not be positive or sum to one. The path is assumed and not constructed from the implicit function theorem. The parameters are real and finite in number, there is one perturbation parameter, and the f_k are abstract functions with no wavefunction behind them. The smallest sizes behave as expected: with no orbital parameters H is the empty matrix with determinant 1 and (4) reduces to D_t f_k, and with one state of nonzero weight (5) forces z = 0.

`deriv_of_zEquation` is (4) for any solution z, without `hH`. `averaged_energy_deriv` is (6), with each f_k only differentiable at the point and G = 0 only at s = t.

```lean
import Mathlib

open Matrix Filter Topology

namespace StateAveragedResponse

noncomputable section

variable {n K : Type*} [Fintype n] [DecidableEq n] [Fintype K]

/-- Pairs of orbital parameters `x` and a perturbation strength `t`. -/
abbrev Pt (n : Type*) := (n → ℝ) × ℝ

/-- Unit displacement of the `i`-th orbital parameter at fixed `t`. -/
def dir (i : n) : Pt n := (Pi.single i 1, 0)

/-- Orbital gradient: the derivatives along the orbital directions at fixed `t`. -/
def gradX (h : Pt n → ℝ) (p : Pt n) : n → ℝ := fun i => fderiv ℝ h p (dir i)

/-- Explicit derivative with respect to `t` at fixed orbital parameters. -/
def dT (h : Pt n → ℝ) (p : Pt n) : ℝ := fderiv ℝ h p (0, 1)

/-- State-averaged orbital gradient `G = ∑ w_k grad_x f_k`. -/
def avgGrad (w : K → ℝ) (f : K → Pt n → ℝ) (p : Pt n) : n → ℝ :=
  ∑ k, w k • gradX (f k) p

/-- The matrix `D_x G`, with entries `∂G_i/∂x_j`. -/
def orbHess (w : K → ℝ) (f : K → Pt n → ℝ) (p : Pt n) : Matrix n n ℝ :=
  Matrix.of fun i j => gradX (fun q => avgGrad w f q i) p j

/-- The vector `D_t G`, with entries `∂G_i/∂t`. -/
def dTGrad (w : K → ℝ) (f : K → Pt n → ℝ) (p : Pt n) : n → ℝ :=
  fun i => dT (fun q => avgGrad w f q i) p

/-- Response vector of state `k`: `z_k = -(D_x G)⁻¹ grad_x f_k`. -/
def zVec (w : K → ℝ) (f : K → Pt n → ℝ) (p : Pt n) (k : K) : n → ℝ :=
  -((orbHess w f p)⁻¹ *ᵥ gradX (f k) p)

/-- Chain rule along an orbital path: `h(x(s), s)` has derivative
`grad_x h · x' + D_t h`. -/
theorem chain_rule {h : Pt n → ℝ} {x : ℝ → n → ℝ} {x' : n → ℝ} {t : ℝ}
    (hh : DifferentiableAt ℝ h (x t, t)) (hx : HasDerivAt x x' t) :
    HasDerivAt (fun s => h (x s, s)) (gradX h (x t, t) ⬝ᵥ x' + dT h (x t, t)) t := by
  have hc : HasDerivAt (fun s => ((x s, s) : Pt n)) (x', 1) t :=
    hx.prodMk (hasDerivAt_id' t)
  have h1 : HasDerivAt (fun s => h (x s, s)) (fderiv ℝ h (x t, t) (x', 1)) t :=
    HasFDerivAt.comp_hasDerivAt (f := fun s => ((x s, s) : Pt n)) t hh.hasFDerivAt hc
  -- split the velocity into orbital directions and the `t` direction
  have e : ((x', 1) : Pt n) = ∑ i, x' i • (dir i : Pt n) + (0, 1) := by
    refine Prod.ext ?_ ?_
    · funext j
      simp [dir, Prod.fst_sum, Finset.sum_apply, Pi.single_apply]
    · simp [dir, Prod.snd_sum]
  refine h1.congr_deriv ?_
  rw [e, map_add, map_sum]
  simp only [map_smul, smul_eq_mul, gradX, dT, dotProduct, mul_comm]

/-- For twice continuously differentiable energies, each component `G_i` is differentiable,
with derivative the weighted sum of the second derivatives of the `f_k` contracted with the
`i`-th orbital direction. -/
theorem hasFDerivAt_avgGrad (w : K → ℝ) {f : K → Pt n → ℝ} {p : Pt n}
    (hf : ∀ k, ContDiffAt ℝ 2 (f k) p) (i : n) :
    HasFDerivAt (fun q => avgGrad w f q i)
      (∑ k, w k • (ContinuousLinearMap.apply ℝ ℝ (dir i : Pt n)).comp
        (fderiv ℝ (fderiv ℝ (f k)) p)) p := by
  have h : ∀ k, HasFDerivAt (fun q => fderiv ℝ (f k) q (dir i))
      ((ContinuousLinearMap.apply ℝ ℝ (dir i : Pt n)).comp
        (fderiv ℝ (fderiv ℝ (f k)) p)) p := by
    intro k
    have hd : DifferentiableAt ℝ (fderiv ℝ (f k)) p :=
      ((hf k).fderiv_right (m := 1) one_add_one_eq_two.le).differentiableAt (by norm_num)
    exact (ContinuousLinearMap.apply ℝ ℝ (dir i : Pt n)).hasFDerivAt.comp p hd.hasFDerivAt
  have e : (fun q => avgGrad w f q i) = fun q => ∑ k, w k * fderiv ℝ (f k) q (dir i) := by
    funext q
    simp [avgGrad, gradX, Finset.sum_apply]
  rw [e]
  exact HasFDerivAt.fun_sum fun k _ => (h k).const_mul (w k)

/-- For twice continuously differentiable energies the matrix `D_x G` is symmetric. -/
theorem orbHess_isSymm (w : K → ℝ) {f : K → Pt n → ℝ} {p : Pt n}
    (hf : ∀ k, ContDiffAt ℝ 2 (f k) p) : (orbHess w f p).IsSymm := by
  have key : ∀ i j, orbHess w f p i j
      = ∑ k, w k * fderiv ℝ (fderiv ℝ (f k)) p (dir j) (dir i) := by
    intro i j
    show fderiv ℝ (fun q => avgGrad w f q i) p (dir j) = _
    rw [(hasFDerivAt_avgGrad w hf i).fderiv]
    simp
  ext i j
  rw [transpose_apply, key, key]
  -- equality of mixed second derivatives, state by state
  refine Finset.sum_congr rfl fun k _ => ?_
  rw [((hf k).isSymmSndFDerivAt (by simp)).eq (dir i) (dir j)]

/-- If the averaged gradient vanishes along the path near `t`, the orbital velocity obeys
the response equation `D_x G x' + D_t G = 0`. -/
theorem response_equation (w : K → ℝ) {f : K → Pt n → ℝ} {x : ℝ → n → ℝ} {x' : n → ℝ}
    {t : ℝ} (hf : ∀ k, ContDiffAt ℝ 2 (f k) (x t, t)) (hx : HasDerivAt x x' t)
    (hG : ∀ᶠ s in 𝓝 t, avgGrad w f (x s, s) = 0) :
    orbHess w f (x t, t) *ᵥ x' + dTGrad w f (x t, t) = 0 := by
  funext i
  have h1 := chain_rule (hasFDerivAt_avgGrad w hf i).differentiableAt hx
  have h2 : HasDerivAt (fun s => avgGrad w f (x s, s) i) 0 t :=
    (hasDerivAt_const t (0 : ℝ)).congr_of_eventuallyEq
      (hG.mono fun s hs => by simp [hs])
  exact h1.unique h2

/-- For any solution `z` of `D_x G z = -grad_x f_k`, the energy `f_k(x(s), s)` along a path
with vanishing averaged gradient has derivative `D_t f_k + z · D_t G`. -/
theorem deriv_of_zEquation (w : K → ℝ) {f : K → Pt n → ℝ} {x : ℝ → n → ℝ} {x' : n → ℝ}
    {t : ℝ} (hf : ∀ k, ContDiffAt ℝ 2 (f k) (x t, t)) (hx : HasDerivAt x x' t)
    (hG : ∀ᶠ s in 𝓝 t, avgGrad w f (x s, s) = 0) (k : K) {z : n → ℝ}
    (hz : orbHess w f (x t, t) *ᵥ z = -gradX (f k) (x t, t)) :
    HasDerivAt (fun s => f k (x s, s))
      (dT (f k) (x t, t) + z ⬝ᵥ dTGrad w f (x t, t)) t := by
  refine (chain_rule ((hf k).differentiableAt (by norm_num)) hx).congr_deriv ?_
  -- symmetry moves the matrix from `x'` onto `z`
  have h1 : z ⬝ᵥ (orbHess w f (x t, t) *ᵥ x') = -(gradX (f k) (x t, t) ⬝ᵥ x') := by
    rw [dotProduct_mulVec, ← mulVec_transpose, (orbHess_isSymm w hf).eq, hz, neg_dotProduct]
  have h2 : z ⬝ᵥ (orbHess w f (x t, t) *ᵥ x' + dTGrad w f (x t, t)) = 0 := by
    rw [response_equation w hf hx hG, dotProduct_zero]
  rw [dotProduct_add] at h2
  linarith

/-- At a point where `G = 0` and `D_x G` is invertible, solutions `z_k` of
`D_x G z_k = -grad_x f_k` have vanishing weighted sum. -/
theorem weighted_sum_eq_zero (w : K → ℝ) (f : K → Pt n → ℝ) (p : Pt n)
    (hG : avgGrad w f p = 0) (hH : IsUnit (orbHess w f p).det) {z : K → n → ℝ}
    (hz : ∀ k, orbHess w f p *ᵥ z k = -gradX (f k) p) : ∑ k, w k • z k = 0 := by
  have h1 : orbHess w f p *ᵥ (∑ k, w k • z k) = -avgGrad w f p := by
    rw [← mulVecLin_apply, map_sum]
    simp only [map_smul, mulVecLin_apply, hz, smul_neg, Finset.sum_neg_distrib, avgGrad]
  have h2 : ∑ k, w k • z k
      = (orbHess w f p)⁻¹ *ᵥ (orbHess w f p *ᵥ (∑ k, w k • z k)) := by
    rw [mulVec_mulVec, nonsing_inv_mul _ hH, one_mulVec]
  rw [h2, h1, hG, neg_zero, mulVec_zero]

/-- Along a path with vanishing averaged gradient and invertible `D_x G`, each `z_k` solves
`D_x G z_k = -grad_x f_k`, each energy `f_k(x(s), s)` has derivative
`D_t f_k + z_k · D_t G`, and `∑ w_k z_k = 0`. -/
theorem state_averaged_response (w : K → ℝ) {f : K → Pt n → ℝ} {x : ℝ → n → ℝ}
    {x' : n → ℝ} {t : ℝ} (hf : ∀ k, ContDiffAt ℝ 2 (f k) (x t, t))
    (hx : HasDerivAt x x' t) (hG : ∀ᶠ s in 𝓝 t, avgGrad w f (x s, s) = 0)
    (hH : IsUnit (orbHess w f (x t, t)).det) :
    (∀ k, orbHess w f (x t, t) *ᵥ zVec w f (x t, t) k = -gradX (f k) (x t, t)) ∧
    (∀ k, HasDerivAt (fun s => f k (x s, s))
      (dT (f k) (x t, t) + zVec w f (x t, t) k ⬝ᵥ dTGrad w f (x t, t)) t) ∧
    ∑ k, w k • zVec w f (x t, t) k = 0 := by
  have hz : ∀ k, orbHess w f (x t, t) *ᵥ zVec w f (x t, t) k = -gradX (f k) (x t, t) := by
    intro k
    rw [zVec, mulVec_neg, mulVec_mulVec, mul_nonsing_inv _ hH, one_mulVec]
  exact ⟨hz, fun k => deriv_of_zEquation w hf hx hG k (hz k),
    weighted_sum_eq_zero w f _ hG.self_of_nhds hH hz⟩

/-- If `G = 0` at `(x(t), t)`, the averaged energy `∑ w_k f_k(x(s), s)` has derivative
`∑ w_k D_t f_k` at `t`. -/
theorem averaged_energy_deriv (w : K → ℝ) {f : K → Pt n → ℝ} {x : ℝ → n → ℝ}
    {x' : n → ℝ} {t : ℝ} (hf : ∀ k, DifferentiableAt ℝ (f k) (x t, t))
    (hx : HasDerivAt x x' t) (hG : avgGrad w f (x t, t) = 0) :
    HasDerivAt (fun s => ∑ k, w k * f k (x s, s)) (∑ k, w k * dT (f k) (x t, t)) t := by
  have h1 := HasDerivAt.fun_sum (u := Finset.univ)
    fun k _ => (chain_rule (hf k) hx).const_mul (w k)
  refine h1.congr_deriv ?_
  -- the orbital terms add up to `G · x' = 0`
  have h2 : avgGrad w f (x t, t) ⬝ᵥ x' = ∑ k, w k * (gradX (f k) (x t, t) ⬝ᵥ x') := by
    simp only [avgGrad, dotProduct, Finset.sum_apply, Pi.smul_apply, smul_eq_mul,
      Finset.sum_mul, Finset.mul_sum, mul_assoc]
    exact Finset.sum_comm
  rw [hG, zero_dotProduct] at h2
  simp only [mul_add, Finset.sum_add_distrib]
  linarith

end

end StateAveragedResponse
```

```lean
#print axioms StateAveragedResponse.state_averaged_response
-- 'StateAveragedResponse.state_averaged_response' depends on axioms: [propext, Classical.choice, Quot.sound]
#print axioms StateAveragedResponse.averaged_energy_deriv
-- 'StateAveragedResponse.averaged_energy_deriv' depends on axioms: [propext, Classical.choice, Quot.sound]
```

## Equations (1) to (6) in the lemmas

`chain_rule` is (1). The step `hc` gives the curve s ↦ (x(s), s) the velocity (x', 1), and `h1` composes it with h, so the derivative is the Fréchet derivative of h applied to (x', 1). The identity `e` writes this velocity as Σ_i x'_i (e_i, 0) + (0, 1), and linearity of the derivative, through `map_add` and `map_sum`, produces grad_x h · x' + D_t h.

`hasFDerivAt_avgGrad` is the first use of second-order smoothness. From `hf`, `fderiv_right` shows that the derivative of f_k is itself continuously differentiable, hence differentiable at the point. Evaluating a linear functional on `dir i` is a continuous linear map, so ∂f_k/∂x_i is differentiable, and the weighted sum G_i follows with derivative Σ_k w_k times the second derivative of f_k contracted with `dir i`.

`orbHess_isSymm` is (2) and the second use. The step `key` evaluates that derivative on `dir j`, giving H_ij as the weighted sum of second derivatives on the pair `(dir j) (dir i)`, and `isSymmSndFDerivAt` exchanges the two directions for each state.

`response_equation` is (3), component by component. `h1` is the chain rule for G_i, `h2` says that a function equal to zero near t has derivative zero, and `h1.unique h2` equates the two derivatives. The expression from the chain rule is by definition the i-th component of H x' + D_t G.

In `deriv_of_zEquation`, `h1` rewrites z · (H x') as (Hᵀ z) · x', replaces Hᵀ by H using symmetry, and inserts `hz`, giving −grad_x f_k · x'. Then `h2` takes the dot product of z with (3), and `linarith` combines the two with the chain rule for f_k into (4).

`weighted_sum_eq_zero` is (5) and is pure linear algebra at one point, with no smoothness hypothesis: `h1` is H Σ_k w_k z_k = −G, and `h2` inserts H⁻¹H = 1. The main theorem verifies the equation for `zVec` from H H⁻¹ = 1 and calls the two preceding lemmas, with `hG.self_of_nhds` extracting G = 0 at s = t. In `averaged_energy_deriv`, `h2` exchanges the sums over i and k to identify Σ_k w_k grad_x f_k · x' with G · x', which is zero.

## Use in a gradient calculation

With finitely many real orbital parameters and fixed weights, (4) has the structure of the energy derivative of one state in a state-averaged multiconfigurational calculation, where the orbitals are stationary for the average and generally not for the individual state. If f_k is the k-th eigenvalue of the configuration-interaction matrix as a function of x and t, then H and D_t G include the response of the configuration-interaction vectors, and in general they differ from the derivatives taken at fixed configuration-interaction coefficients. The vector z_k is built from x-derivatives at the point only, so it does not depend on which perturbation is applied. For a gradient with respect to many nuclear coordinates, a program can therefore solve H z_k = −grad_x f_k once per state and contract z_k with D_t G for each coordinate, instead of solving (3) for x' once per coordinate. The linear system can be solved iteratively from products of H with trial vectors, and since `deriv_of_zEquation` accepts any exact solution, H⁻¹ need never be formed. The same equation arises from requiring the function f_k + z · G to be stationary in x at fixed z. The sum rule (5) provides a check on the converged vectors, or yields one z_k of nonzero weight from the others.

## Two paths on which the formula fails

The examples below, like the opening one and the remarks on computation, are ordinary reasoning alongside the verified theorems and not part of them.

Stationarity at the point alone is not enough for (4). Keep f₁ and f₂ from the opening example, take t = 0 and the frozen path x(s) = 0. Then G(0, s) = −s vanishes only at s = 0. The energy f₁(0, s) = 0 has derivative 0, whereas D_t f₁ + z₁ D_t G = 0 + (−1)(−1) = 1. The averaged energy is also 0 along this path, and (6) correctly gives 0.

For a singular H, take weights 1/2 and 1/2 and

    f₁(x,t) = x⁴/4 − t³x + x,    f₂(x,t) = x⁴/4 − t³x − x.

Here G = x³ − t³ vanishes on the smooth path x(s) = s, and at t = 0 one has H = 3x² = 0, D_t G = −3t² = 0 and D_t f₁ = −3t²x = 0. The energy f₁(s,s) = s − 3s⁴/4 has derivative 1 at s = 0, while D_t f₁ + z D_t G = 0 for every number z. The equation H z = −grad_x f₁ reads 0 = −1 and has no solution. Mathlib assigns the inverse 0 to a singular matrix, so `zVec` is still defined there and equals 0, and it is `hH` that excludes this case from the main theorem.
